# Euler's relation for differentiable functions whose variables scale with different powers

Near the critical point of a magnet, temperature and field do not enter the free energy on an equal footing. Let τ be the reduced temperature, measured from the critical one, and h the field. The scaling hypothesis says that the singular part f of the free energy obeys

f(t^p τ, t^q h) = t f(τ, h) for all t > 0,

with two different exponents p and q. Physically, the correlation length is taken to be the only length that matters near the critical point, so that a change of length scale can be absorbed by rescaling τ and h, each by its own power. What does such a law say about the derivatives of f, which give, up to sign and constant factors, the singular parts of the entropy and the magnetisation?

For an extensive energy, where all variables scale alike, the answer is Euler's relation. It has a version with unequal powers. Let f be a real function of finitely many real variables x_i, let a_i be real weights and k a real degree, and suppose that f is differentiable at x. If multiplying each x_i by t^(a_i) multiplies f(x) by t^k, for every t > 0, then

Σ_i a_i x_i ∂_i f(x) = k f(x).

Here t is the dilation factor, not the reduced temperature that many texts denote by the same letter.

## Differentiating along the dilation

Write D_t x for the point with coordinates t^(a_i) x_i. As t varies, D_t x traces a curve that passes through x at t = 1. Its velocity there has the components

d/dt (t^(a_i) x_i) at t = 1 = a_i x_i.

Now differentiate F(t) = f(D_t x) at t = 1 in two ways. Since f is differentiable at x, the chain rule gives

F′(1) = Σ_i a_i x_i ∂_i f(x).

The scaling law gives F(t) = t^k f(x), and therefore

F′(1) = k f(x).

Equating the two proves the relation. Only the scaling of the value at the one point x has been used.

If the law holds at every point, the partial derivatives scale too. Let e_i be the unit vector along axis i. A step s e_i taken after the dilation is a step s t^(−a_i) e_i taken before it, so

f(D_t x + s e_i) = f(D_t(x + s t^(−a_i) e_i)) = t^k f(x + s t^(−a_i) e_i).

Differentiating at s = 0 yields

∂_i f(D_t x) = t^(k − a_i) ∂_i f(x).

Thus ∂_i f has degree k − a_i. If it is itself differentiable at x, Euler's relation applies to it:

Σ_j a_j x_j ∂_j(∂_i f)(x) = (k − a_i) ∂_i f(x).

This links the response functions, which are second derivatives of the free energy, to the first derivatives.

For the magnet, k = 1 and the field has weight q. Set τ = 0 and choose t = h^(1/q), with h > 0 and q ≠ 0. The dilation then carries the point (0, 1) to (0, h), and the scaling of the field derivative becomes

∂_h f(0, h) = h^((1 − q)/q) ∂_h f(0, 1).

With the usual sign convention the magnetisation is −∂_h f, and it follows the same power law along the critical isotherm. The exponent (1 − q)/q is what textbooks call 1/δ.

## The Landau free energy at one point

The Landau free energy τm² + um⁴, with order parameter m and constant u, has weight 2 for τ, weight 1 for m, and degree 4. Take u = 1, τ = −2 and m = 2. Then

f = −8 + 16 = 8,
∂_τ f = m² = 4,
∂_m f = 2τm + 4um³ = −8 + 32 = 24.

The weighted sum is

2·(−2)·4 + 1·2·24 = −16 + 48 = 32 = 4·8.

The second-order relation for ∂_m f, whose degree is 3, can be checked at the same point. Its derivatives are 2m = 4 with respect to τ and 2τ + 12um² = 44 with respect to m, so that

2·(−2)·4 + 1·2·44 = 72 = 3·24.

## Partial derivatives alone do not suffice

Define a function of two variables by f(x₁, x₂) = x₁ when x₁ = x₂, and f(x₁, x₂) = 1 otherwise. With both weights and the degree equal to 1, the scaling law holds at the point (1, 1), because f(t, t) = t. Along each axis through (1, 1) the function is constantly 1, so both partial derivatives vanish there. The weighted sum is 0, while k f(1, 1) = 1.

This f is continuous at (1, 1) but not differentiable there. When the scaling law is required only at x, differentiability therefore cannot be weakened to continuity at x together with the existence of the partial derivatives at x.

## Dilations and partial derivatives in Lean

```lean
import Mathlib

open Finset

namespace AnisotropicEuler

noncomputable section
```

The variables are labelled by a type `ι`, and a point is a function `x : ι → ℝ`. The dilation D_t x is `scale a t x`.

```lean
/-- The anisotropic dilation: the `i`-th coordinate is multiplied by `t ^ a i`, for `t > 0`. -/
def scale {ι : Type*} (a : ι → ℝ) (t : ℝ) (x : ι → ℝ) : ι → ℝ :=
  fun i => t ^ a i * x i
```

The exponents are real, so `t ^ a i` is a real power, and every scaling law below is restricted to t > 0.

```lean
/-- A function is quasi-homogeneous with weights `a` and degree `k` if every anisotropic
dilation with `t > 0` multiplies its value by `t ^ k`, at every point. -/
def QuasiHomogeneous {ι : Type*} (a : ι → ℝ) (k : ℝ) (f : (ι → ℝ) → ℝ) : Prop :=
  ∀ t : ℝ, 0 < t → ∀ x, f (scale a t x) = t ^ k * f x
```

`QuasiHomogeneous a k f` is the scaling law at all points. In the magnetic application it is the scaling hypothesis, which is assumed and not derived from a microscopic Hamiltonian.

```lean
/-- The partial derivative of `f` in the `i`-th coordinate: the derivative at `x` along the `i`-th
axis, or 0 if that derivative does not exist. -/
def partialDeriv {ι : Type*} [DecidableEq ι] (f : (ι → ℝ) → ℝ) (i : ι) (x : ι → ℝ) : ℝ :=
  lineDeriv ℝ f x (Pi.single i (1 : ℝ))
```

`Pi.single i 1` is the unit vector e_i, and `partialDeriv f i x` is the ordinary one-variable derivative along it. Lean's `lineDeriv` returns 0 where that derivative does not exist; differentiability of f at x rules this out at x.

## The two derivatives at t = 1

```lean
/-- At `t = 1` the anisotropic dilation moves the point `x` with velocity components
`a i * x i`. -/
theorem hasDerivAt_scale {ι : Type*} [Fintype ι] (a x : ι → ℝ) :
    HasDerivAt (fun t => scale a t x) (fun i => a i * x i) 1 := by
  refine hasDerivAt_pi.2 fun i => ?_
  have h := (Real.hasDerivAt_rpow_const (x := 1) (p := a i)
    (Or.inl one_ne_zero)).mul_const (x i)
  simpa [scale] using h
```

`HasDerivAt g v 1` says that g has derivative v at 1. `hasDerivAt_pi` reduces the claim to one coordinate at a time, and the power rule gives a_i x_i in each. The power rule is available for every real exponent because the base is 1 and not 0.

```lean
/-- For a function differentiable at `x`, the derivative along a displacement `v` is the sum of
the components of `v` times the partial derivatives. -/
theorem fderiv_eq_sum {ι : Type*} [Fintype ι] [DecidableEq ι] {f : (ι → ℝ) → ℝ}
    {x : ι → ℝ} (hf : DifferentiableAt ℝ f x) (v : ι → ℝ) :
    fderiv ℝ f x v = ∑ i, v i * partialDeriv f i x := by
  have hv : v = ∑ i, v i • (Pi.single i (1 : ℝ) : ι → ℝ) := by
    ext j
    simp [Finset.sum_apply, Pi.single_apply]
  calc fderiv ℝ f x v = fderiv ℝ f x (∑ i, v i • (Pi.single i (1 : ℝ) : ι → ℝ)) :=
        congrArg _ hv
    _ = ∑ i, v i * partialDeriv f i x := by
        rw [map_sum]
        refine Finset.sum_congr rfl fun i _ => ?_
        rw [map_smul, smul_eq_mul, partialDeriv, hf.lineDeriv_eq_fderiv]
```

`fderiv ℝ f x` is the total derivative, a linear map from displacements to numbers. The proof writes v as the sum of its components times the unit vectors and uses linearity. The hypothesis `hf` then identifies the total derivative along e_i with the partial derivative. In the counter-example it is the chain rule, used in the next theorem, that breaks down: F(t) = t has derivative 1 at t = 1, while the weighted sum of the partial derivatives is 0.

```lean
/-- Anisotropic Euler relation: if `f` is differentiable at `x` and its value there is multiplied
by `t ^ k` under every anisotropic dilation with `t > 0`, then the sum of
`a i * x i` times the `i`-th partial derivative equals `k * f x`. -/
theorem anisotropic_euler {ι : Type*} [Fintype ι] [DecidableEq ι] {f : (ι → ℝ) → ℝ}
    {a x : ι → ℝ} {k : ℝ} (hf : DifferentiableAt ℝ f x)
    (hom : ∀ t : ℝ, 0 < t → f (scale a t x) = t ^ k * f x) :
    ∑ i, a i * x i * partialDeriv f i x = k * f x := by
  have hs : scale a 1 x = x := by
    ext i
    simp [scale]
  -- the derivative in `t` at `t = 1` by the chain rule
  have h1 : HasDerivAt (fun t => f (scale a t x))
      (fderiv ℝ f x (fun i => a i * x i)) 1 :=
    hf.hasFDerivAt.comp_hasDerivAt_of_eq 1 (hasDerivAt_scale a x) hs.symm
  -- the same derivative from the power law
  have hp : HasDerivAt (fun t : ℝ => t ^ k * f x) (k * 1 ^ (k - 1) * f x) 1 :=
    (Real.hasDerivAt_rpow_const (Or.inl one_ne_zero)).mul_const (f x)
  have h2 : HasDerivAt (fun t => f (scale a t x)) (k * 1 ^ (k - 1) * f x) 1 :=
    hp.congr_of_eventuallyEq
      ((eventually_gt_nhds (zero_lt_one' ℝ)).mono fun t ht => hom t ht)
  have h := h1.unique h2
  rw [fderiv_eq_sum hf, Real.one_rpow, mul_one] at h
  exact h
```

The theorem is the relation derived above, for finitely many variables, with `hf` for differentiability at x and `hom` for the scaling law at that point alone. In the proof, `h1` is F′(1) by the chain rule and `h2` is F′(1) by the power law. The law is known only for positive t, but it is enough that the two expressions for F agree near t = 1, which is what `congr_of_eventuallyEq` uses. A derivative is unique, so the two values are equal, and `fderiv_eq_sum` puts the first into the form of a sum.

The pointwise form of `hom` suits functions with singularities elsewhere. For the Coulomb potential energy V of a finite, non-periodic cluster of classical point charges, at a configuration where no two coincide, all weights are 1 and k = −1. The relation then says that the sum of coordinates times Coulomb forces equals V, which gives a check on the Coulomb part of the forces in a simulation of such a cluster.

## Scaling of the first and second derivatives

```lean
/-- If a quasi-homogeneous function of degree `k` has the partial derivative `d` in coordinate `i`
at `x`, then at the point dilated by `t > 0` it has the partial derivative
`t ^ (k - a i) * d`. -/
theorem partial_scaling {ι : Type*} [DecidableEq ι] {f : (ι → ℝ) → ℝ}
    {a x : ι → ℝ} {k t d : ℝ} {i : ι} (hom : QuasiHomogeneous a k f) (ht : 0 < t)
    (h : HasLineDerivAt ℝ f d x (Pi.single i (1 : ℝ))) :
    HasLineDerivAt ℝ f (t ^ (k - a i) * d) (scale a t x) (Pi.single i (1 : ℝ)) := by
  have h1 : HasDerivAt
      (fun s : ℝ => f (x + s • (t ^ (-a i) • (Pi.single i (1 : ℝ) : ι → ℝ))))
      (t ^ (-a i) • d) 0 := h.smul (t ^ (-a i))
  have h2 := h1.const_mul (t ^ k)
  -- a unit step after the dilation is a step of length `t ^ (-a i)` before it
  have hfun : (fun s : ℝ => f (scale a t x + s • (Pi.single i (1 : ℝ) : ι → ℝ))) =
      fun s : ℝ =>
        t ^ k * f (x + s • (t ^ (-a i) • (Pi.single i (1 : ℝ) : ι → ℝ))) := by
    funext s
    rw [← hom t ht]
    congr 1
    funext j
    by_cases hj : j = i
    · subst hj
      have hc : t ^ a j * t ^ (-a j) = 1 := by
        rw [← Real.rpow_add ht, add_neg_cancel, Real.rpow_zero]
      simp only [scale, Pi.add_apply, Pi.smul_apply, Pi.single_eq_same, smul_eq_mul]
      linear_combination (-s) * hc
    · simp [scale, Pi.single_eq_of_ne hj]
  change HasDerivAt
    (fun s : ℝ => f (scale a t x + s • (Pi.single i (1 : ℝ) : ι → ℝ))) _ 0
  rw [hfun]
  refine h2.congr_deriv ?_
  rw [smul_eq_mul, sub_eq_add_neg, Real.rpow_add ht]
  ring
```

`HasLineDerivAt ℝ f d x v` says that the derivative of f at x along v exists and is d. The theorem thus carries the existence of a partial derivative from x to the dilated point, along with its value. Differentiability of f in all variables together is not needed. In this theorem `h` names a hypothesis; it becomes the field again in the critical isotherm.

The equality `hfun` is the exchange of steps made by hand. Its proof compares coordinates: in coordinate i the factors t^(a_i) and t^(−a_i) cancel, and in the others the step contributes nothing. The derivative of the right-hand side comes from `h` by rescaling the direction and multiplying by t^k. The closing lines combine the two powers into t^(k − a_i).

```lean
/-- Second-order relation: if `f` is quasi-homogeneous of degree `k`, and `f` and its `i`-th
partial derivative are differentiable at `x`, then that partial derivative obeys the anisotropic
Euler relation with degree `k - a i`. -/
theorem second_order_euler {ι : Type*} [Fintype ι] [DecidableEq ι] {f : (ι → ℝ) → ℝ}
    {a x : ι → ℝ} {k : ℝ} (i : ι) (hom : QuasiHomogeneous a k f)
    (hf : DifferentiableAt ℝ f x) (hg : DifferentiableAt ℝ (partialDeriv f i) x) :
    ∑ j, a j * x j * partialDeriv (partialDeriv f i) j x =
      (k - a i) * partialDeriv f i x :=
  anisotropic_euler hg fun _ ht =>
    (partial_scaling hom ht hf.lineDifferentiableAt.hasLineDerivAt).lineDeriv
```

The proof is one application of `anisotropic_euler` to the function `partialDeriv f i`, with `partial_scaling` supplying its scaling law at x. The hypothesis `hg` requires this partial derivative to be differentiable at x, which is more than the existence of the second partial derivatives. In the sum, the derivative with respect to x_i is taken first and the one with respect to x_j second.

## The critical isotherm

```lean
/-- Critical isotherm: let a free energy of reduced temperature and field be quasi-homogeneous of
degree one with weights `p` and `q`, `q ≠ 0`. If its field derivative at zero reduced temperature
and unit field is `m`, then at field `h > 0` it is `h ^ ((1 - q) / q) * m`. -/
theorem critical_isotherm {f : (Fin 2 → ℝ) → ℝ} {p q h m : ℝ}
    (hom : QuasiHomogeneous ![p, q] 1 f) (hq : q ≠ 0) (hh : 0 < h)
    (hm : HasLineDerivAt ℝ f m ![0, 1] (Pi.single 1 (1 : ℝ))) :
    HasLineDerivAt ℝ f (h ^ ((1 - q) / q) * m) ![0, h] (Pi.single 1 (1 : ℝ)) := by
  -- dilate by the factor that carries unit field to field `h`
  have key := partial_scaling hom (Real.rpow_pos_of_pos hh q⁻¹) hm
  have hq' : (h ^ q⁻¹) ^ q = h := Real.rpow_inv_rpow hh.le hq
  have e1 : scale ![p, q] (h ^ q⁻¹) ![0, 1] = ![0, h] := by
    ext j
    fin_cases j <;> simp [scale, hq']
  have e2 : (h ^ q⁻¹) ^ (1 - ![p, q] 1) = h ^ ((1 - q) / q) := by
    change (h ^ q⁻¹) ^ (1 - q) = h ^ ((1 - q) / q)
    rw [← Real.rpow_mul hh.le]
    congr 1
    ring
  rw [e1, e2] at key
  exact key
```

The point `![0, h]` has reduced temperature 0 and field h; coordinate 0 is the temperature and coordinate 1 the field. The letter `m` stands for the field derivative at unit field, which is minus the magnetisation in the usual convention. That this derivative exists is the hypothesis `hm`, and its existence at every other positive field is part of the conclusion. The weight p has no influence, since a dilation leaves τ = 0 where it is.

The proof applies `partial_scaling` with the dilation factor h^(1/q), written `h ^ q⁻¹`. The equation `e1` confirms that this factor takes unit field to field h, and `e2` rewrites the power of the factor as h^((1 − q)/q).

Applying the result to a real magnet takes one further step: the free energy must be split into a smooth background and a singular part, and the singular part obeys the scaling law only asymptotically, close to the critical point. The theorem treats a function that obeys the law exactly and everywhere.

## A free energy with unequal weights

```lean
/-- The Landau free energy `τ m² + u m⁴`, with reduced temperature `τ = x 0` and order parameter
`m = x 1`. -/
def landau (u : ℝ) (x : Fin 2 → ℝ) : ℝ :=
  x 0 * x 1 ^ 2 + u * x 1 ^ 4
```

Here the coordinates are τ = `x 0` and m = `x 1`, and m is now the order parameter. The constant u is the quartic coefficient. It must be positive for this free energy to be bounded below in m when τ < 0, but the scaling law holds for any real value.

```lean
/-- The Landau free energy is differentiable and quasi-homogeneous of degree 4, with weight 2 for
the reduced temperature and weight 1 for the order parameter. -/
theorem landau_witness (u : ℝ) :
    Differentiable ℝ (landau u) ∧ QuasiHomogeneous ![2, 1] 4 (landau u) := by
  constructor
  · change Differentiable ℝ (fun x : Fin 2 → ℝ => x 0 * x 1 ^ 2 + u * x 1 ^ 4)
    fun_prop
  · intro t _ x
    simp [landau, scale]
    ring

end

end AnisotropicEuler
```

Differentiability follows because the function is a polynomial, which `fun_prop` recognises. For the scaling law, both terms acquire a factor t⁴: the first as t² from τ times t² from m², the second from m⁴ alone. After `simp` has unfolded the definitions, `ring` verifies this identity. The Landau free energy therefore satisfies the hypotheses of `anisotropic_euler` at every point, with weights that differ.

```lean
#print axioms AnisotropicEuler.second_order_euler
-- 'AnisotropicEuler.second_order_euler' depends on axioms: [propext, Classical.choice, Quot.sound]
#print axioms AnisotropicEuler.critical_isotherm
-- 'AnisotropicEuler.critical_isotherm' depends on axioms: [propext, Classical.choice, Quot.sound]
```
